# Zero-point motion lengthens a Morse bond: a lower bound on the mean displacement

## The linear term in a vibrational shielding correction

To correct a computed NMR shielding of a diatomic molecule for zero-point motion, one can expand the shielding about the equilibrium bond length and average over the vibrational ground state. The linear term is the slope of the shielding times the mean displacement $\langle x\rangle$, so its sign and size depend on $\langle x\rangle$. For a non-rotating, one-dimensional Morse oscillator with a normalisable ground state, $\langle x\rangle$ is positive and has a simple lower bound.

## The Morse oscillator and its ground state

Let $x$ be the displacement from the potential minimum. In units with $\hbar^2/2m=1$, where $m$ is the reduced mass, take

$$V(x)=\left(\frac{ak}{2}\right)^2(1-e^{-ax})^2,\qquad \psi(x)=\exp\left(-\frac{k-1}{2}ax-\frac k2e^{-ax}\right).$$

The parameter $a>0$ is an inverse length that sets the range of the well. The dimensionless $k$ measures its depth: in ordinary units, a well of depth $D$ has $k=2\sqrt{2mD}/(a\hbar)$. If $k\le 1$, then $\psi^2$ does not decay at large $x$ and cannot be normalised, hence the condition $k>1$.

To check the Schrödinger equation, put $y=e^{-ax}$. Then $\psi'/\psi=\frac a2\,(1-k(1-y))$ and

$$\frac{\psi''}{\psi}=\left(\frac{\psi'}{\psi}\right)^2+\left(\frac{\psi'}{\psi}\right)'=\frac{a^2}{4}\left[(1-k(1-y))^2-2ky\right]=\frac{a^2}{4}\left[k^2(1-y)^2-(2k-1)\right].$$

Hence $-\psi''+V\psi=\frac{a^2(2k-1)}{4}\psi$. That this is the lowest level is the standard consequence of $\psi$ having no node; the file proves the eigenvalue equation and takes the name "ground state" from there.

## Three statements about means

Write $\langle f\rangle=\int f\psi^2\,dx\big/\int\psi^2\,dx$, with integrals over the whole line. For $a>0$ and $k>1$:

- $\langle e^{-ax}\rangle=(k-1)/k$.
- The mean force $\langle -V'\rangle$ is zero.
- The integral for $\langle x\rangle$ converges, and $0<\frac1a\ln\frac{k}{k-1}<\langle x\rangle$.

## Neighbouring integrals give the exponential mean

Define $w_p(x)=\exp(-pax-ke^{-ax})$, so that $\psi^2=w_{k-1}$ and $e^{-ax}w_p=w_{p+1}$.

For $p>0$ the function $w_p$ is integrable. On the right, $w_p\le e^{-pax}$. On the left, set $c=\ln(2p/k)$ and use $e^t\ge 1+t$ with $t=-ax-c$. This gives $ke^{-ax}\ge 2p(1-ax-c)$, and therefore $w_p\le e^{2p(c-1)}e^{pax}$.

Differentiation gives $w_p'=a(kw_{p+1}-pw_p)$. Since $w_p$ vanishes at both ends, the integral of $w_p'$ is zero, and

$$k\int w_{p+1}\,dx=p\int w_p\,dx.$$

With $p=k-1$ this is $\langle e^{-ax}\rangle=(k-1)/k$. With $p=k$ it says $\int w_{k+1}=\int w_k$. Because $V'=\frac{a^3k^2}{2}(e^{-ax}-e^{-2ax})$, the mean force is proportional to $\int w_{k+1}-\int w_k$, which is zero.

## The tangent inequality gives the lower bound

For convergence, let $\varepsilon=(k-1)/2$. From $a\varepsilon|x|\le e^{\varepsilon ax}+e^{-\varepsilon ax}$ we get

$$|x|\,w_{k-1}\le\frac{w_{k-1-\varepsilon}+w_{k-1+\varepsilon}}{a\varepsilon},$$

and both functions on the right are integrable because their indices are positive.

Now let $L=\ln\frac{k}{k-1}$, which is positive. The inequality $e^{L-ax}\ge 1+L-ax$ holds for every $x$ and is strict at $x=0$. By continuity it is strict on a neighbourhood of $0$, so averaging gives

$$e^L\langle e^{-ax}\rangle>1+L-a\langle x\rangle.$$

The left side is $\frac{k}{k-1}\cdot\frac{k-1}{k}=1$. Hence $a\langle x\rangle>L$.

## The case $k=2$, $a=1$

The density is proportional to $e^{-x-2e^{-x}}$, the well depth is $1$ and the energy is $3/4$. The mean of $e^{-x}$ is $1/2$, and the bound reads $\langle x\rangle>\ln 2\approx0.693$.

Here the mean can also be computed directly. With $t=2e^{-x}$ the normalised density becomes $e^{-t}$ on $t>0$, and $x=\ln2-\ln t$. Since $\int_0^\infty e^{-t}\ln t\,dt=-\gamma$, with Euler's constant $\gamma\approx0.577$, we find $\langle x\rangle=\ln2+\gamma\approx1.270$. The bound fixes the sign but is well below the value.

## The Lean file

```lean
import Mathlib

open MeasureTheory Real

namespace MorseBondLengthening

noncomputable section

/-- The family `exp(-p a x - k exp(-a x))` of Morse-type functions of the displacement `x`. -/
def weight (a k p x : ℝ) : ℝ := exp (-(p * a * x) - k * exp (-(a * x)))

/-- The Morse potential with range parameter `a` and well depth `(a k / 2)²`,
in units where `ħ²/2m = 1`. -/
def morsePotential (a k x : ℝ) : ℝ := (a * k / 2) ^ 2 * (1 - exp (-(a * x))) ^ 2

/-- The unnormalised Morse ground state when `a > 0` and `k > 1`; its square is
`exp(-(k-1) a x - k exp(-a x))`. -/
def groundState (a k x : ℝ) : ℝ := exp (-((k - 1) / 2 * a * x) - k / 2 * exp (-(a * x)))

/-- The mean of an observable `f(x)` in the Morse ground state, for `a > 0` and `k > 1`,
where the norm is finite and nonzero. -/
def mean (a k : ℝ) (f : ℝ → ℝ) : ℝ :=
  (∫ x, f x * groundState a k x ^ 2) / ∫ x, groundState a k x ^ 2

/-- The squared ground state is the member `p = k - 1` of the Morse family. -/
lemma groundState_sq (a k x : ℝ) : groundState a k x ^ 2 = weight a k (k - 1) x := by
  unfold groundState weight
  rw [sq, ← exp_add]
  congr 1
  ring

/-- Multiplication by `exp(-q a x)` raises the index of the Morse family by `q`. -/
lemma weight_shift (a k p q x : ℝ) :
    weight a k (p + q) x = exp (-(q * a * x)) * weight a k p x := by
  unfold weight
  rw [← exp_add]
  congr 1
  ring

lemma weight_succ (a k p x : ℝ) :
    weight a k (p + 1) x = exp (-(a * x)) * weight a k p x := by
  rw [weight_shift, one_mul]

lemma weight_pos (a k p x : ℝ) : 0 < weight a k p x := exp_pos _

lemma continuous_weight (a k p : ℝ) : Continuous (weight a k p) := by
  show Continuous (fun x => exp (-(p * a * x) - k * exp (-(a * x))))
  fun_prop

lemma hasDerivAt_lin (c x : ℝ) : HasDerivAt (fun y => -(c * y)) (-c) x :=
  (((hasDerivAt_id' x).const_mul c).fun_neg).congr_deriv (by ring)

/-- The slope of a Morse-type function combines the function and its upper neighbour. -/
lemma hasDerivAt_weight (a k p x : ℝ) :
    HasDerivAt (weight a k p) (a * (k * weight a k (p + 1) x - p * weight a k p x)) x := by
  have h := ((hasDerivAt_lin (p * a) x).fun_sub ((hasDerivAt_lin a x).exp.const_mul k)).exp
  refine HasDerivAt.congr_deriv (f := weight a k p) h ?_
  rw [weight_succ]
  unfold weight
  ring

/-- The ground state solves the Schrödinger equation of the Morse potential with energy
`a² (2k - 1) / 4`, in units where `ħ²/2m = 1`. -/
theorem schrodinger (a k x : ℝ) :
    -deriv (deriv (groundState a k)) x + morsePotential a k x * groundState a k x
      = a ^ 2 * (2 * k - 1) / 4 * groundState a k x := by
  have h1 : deriv (groundState a k) = fun y => a * (k / 2 * weight a (k / 2) ((k - 1) / 2 + 1) y
      - (k - 1) / 2 * weight a (k / 2) ((k - 1) / 2) y) :=
    funext fun y => (hasDerivAt_weight a (k / 2) ((k - 1) / 2) y).deriv
  have h2 := (((hasDerivAt_weight a (k / 2) ((k - 1) / 2 + 1) x).const_mul (k / 2)).fun_sub
    ((hasDerivAt_weight a (k / 2) ((k - 1) / 2) x).const_mul ((k - 1) / 2))).const_mul a
  have hg : groundState a k x = weight a (k / 2) ((k - 1) / 2) x := rfl
  have h3 : deriv (deriv (groundState a k)) x =
      a ^ 2 / 4 * (k ^ 2 * (1 - exp (-(a * x))) ^ 2 - (2 * k - 1)) * groundState a k x := by
    rw [h1]
    refine (h2.congr_deriv ?_).deriv
    simp only [weight_succ, hg]
    ring
  rw [h3]
  unfold morsePotential
  ring

/-- For positive `a`, `k` and `p` the Morse-type function has a finite integral. -/
theorem integrable_weight {a k p : ℝ} (ha : 0 < a) (hk : 0 < k) (hp : 0 < p) :
    Integrable (weight a k p) := by
  obtain ⟨L, hL⟩ : ∃ L, exp L = 2 * p / k := ⟨log (2 * p / k), exp_log (by positivity)⟩
  -- decay at large extension
  have hr : ∀ x, weight a k p x ≤ exp (-(p * a) * x) := fun x => by
    have := mul_pos hk (exp_pos (-(a * x)))
    exact exp_le_exp.mpr (by linarith)
  -- decay at the repulsive wall
  have hl : ∀ x, weight a k p x ≤ exp (2 * p * (L - 1)) * exp (p * a * x) := fun x => by
    have h := add_one_le_exp (-(a * x) - L)
    rw [exp_sub, hL] at h
    have h2 := mul_le_mul_of_nonneg_left h (by positivity : 0 ≤ 2 * p)
    have h3 : 2 * p * (exp (-(a * x)) / (2 * p / k)) = k * exp (-(a * x)) := by
      field_simp
    rw [h3] at h2
    rw [← exp_add]
    exact exp_le_exp.mpr (by linarith)
  have hm := (continuous_weight a k p).aestronglyMeasurable (μ := volume)
  have hn : ∀ x, ‖weight a k p x‖ = weight a k p x :=
    fun x => Real.norm_of_nonneg (weight_pos a k p x).le
  rw [← integrableOn_univ, ← Set.Iic_union_Ioi (a := (0 : ℝ))]
  refine IntegrableOn.union ?_ ?_
  · exact Integrable.mono' (Integrable.const_mul (integrableOn_exp_mul_Iic (mul_pos hp ha) 0) _)
      hm.restrict (ae_of_all _ fun x => (hn x).trans_le (hl x))
  · exact Integrable.mono' (exp_neg_integrableOn_Ioi 0 (mul_pos hp ha))
      hm.restrict (ae_of_all _ fun x => (hn x).trans_le (hr x))

/-- For positive `a`, `k` and `p`, neighbouring integrals of the Morse family
are in the ratio `p / k`. -/
theorem integral_recurrence {a k p : ℝ} (ha : 0 < a) (hk : 0 < k) (hp : 0 < p) :
    k * ∫ x, weight a k (p + 1) x = p * ∫ x, weight a k p x := by
  have i0 := integrable_weight ha hk hp
  have i1 := integrable_weight ha hk (by linarith : 0 < p + 1)
  -- the integral of a total derivative vanishes
  have h := integral_eq_zero_of_hasDerivAt_of_integrable (hasDerivAt_weight a k p)
    (((i1.const_mul k).sub (i0.const_mul p)).const_mul a) i0
  rw [integral_const_mul, integral_sub (i1.const_mul k) (i0.const_mul p),
    integral_const_mul, integral_const_mul] at h
  linarith [(mul_eq_zero.mp h).resolve_left ha.ne']

lemma norm_pos {a k : ℝ} (ha : 0 < a) (hk : 1 < k) : 0 < ∫ x, weight a k (k - 1) x :=
  integral_pos_of_integrable_nonneg_nonzero (x := 0) (continuous_weight a k (k - 1))
    (integrable_weight ha (by linarith) (by linarith))
    (fun x => (weight_pos a k (k - 1) x).le) (weight_pos a k (k - 1) 0).ne'

/-- For `a > 0` and `k > 1` the mean of `exp(-a x)` in the Morse ground state is `(k-1)/k`. -/
theorem mean_exp {a k : ℝ} (ha : 0 < a) (hk : 1 < k) :
    mean a k (fun x => exp (-(a * x))) = (k - 1) / k := by
  have h := integral_recurrence ha (by linarith : 0 < k) (by linarith : 0 < k - 1)
  unfold mean
  simp only [groundState_sq, ← weight_succ]
  rw [div_eq_div_iff (norm_pos ha hk).ne' (by linarith)]
  linarith

/-- For `a > 0` and `k > 1` the mean Morse force in the ground state is zero. -/
theorem mean_force {a k : ℝ} (ha : 0 < a) (hk : 1 < k) :
    mean a k (fun x => -deriv (morsePotential a k) x) = 0 := by
  have hk0 : 0 < k := by linarith
  have hV : ∀ x, deriv (morsePotential a k) x
      = a ^ 3 * k ^ 2 / 2 * (1 - exp (-(a * x))) * exp (-(a * x)) := fun x => by
    have g := (hasDerivAt_lin a x).exp.const_sub 1
    have hf : morsePotential a k = fun y =>
        (a * k / 2) ^ 2 * ((1 - exp (-(a * y))) * (1 - exp (-(a * y)))) := by
      funext y
      unfold morsePotential
      ring
    rw [hf]
    exact (((g.fun_mul g).const_mul ((a * k / 2) ^ 2)).congr_deriv (by ring)).deriv
  have hf : ∀ x, -deriv (morsePotential a k) x * groundState a k x ^ 2 = a ^ 3 * k ^ 2 / 2 *
      (weight a k (k - 1 + 1 + 1) x - weight a k (k - 1 + 1) x) := fun x => by
    rw [hV, groundState_sq]
    simp only [weight_succ]
    ring
  have h := integral_recurrence ha hk0 (by linarith : 0 < k - 1 + 1)
  have he : ∫ x, weight a k (k - 1 + 1 + 1) x = ∫ x, weight a k (k - 1 + 1) x :=
    mul_left_cancel₀ hk0.ne' (by linarith)
  unfold mean
  simp only [hf]
  rw [integral_const_mul, integral_sub (integrable_weight ha hk0 (by linarith))
    (integrable_weight ha hk0 (by linarith)), he, sub_self, mul_zero, zero_div]

/-- For `a > 0` and `k > 1` the integral defining the mean displacement converges. -/
theorem integrable_displacement {a k : ℝ} (ha : 0 < a) (hk : 1 < k) :
    Integrable (fun x => x * groundState a k x ^ 2) := by
  simp only [groundState_sq]
  obtain ⟨e, he⟩ : ∃ e, e = (k - 1) / 2 := ⟨_, rfl⟩
  have he0 : 0 < e := by linarith
  have i1 := integrable_weight ha (by linarith : 0 < k) (by linarith : 0 < k - 1 + -e)
  have i2 := integrable_weight ha (by linarith : 0 < k) (by linarith : 0 < k - 1 + e)
  refine Integrable.mono' ((i1.add i2).const_mul (1 / (a * e)))
    (continuous_id.mul (continuous_weight a k (k - 1))).aestronglyMeasurable
    (ae_of_all _ fun x => ?_)
  -- a linear function is dominated by two exponentials
  have hx : |x| ≤ (exp (-(-e * a * x)) + exp (-(e * a * x))) / (a * e) := by
    rw [le_div_iff₀ (mul_pos ha he0)]
    have h1 := add_one_le_exp (-(-e * a * x))
    have h2 := add_one_le_exp (-(e * a * x))
    have h3 := exp_pos (-(-e * a * x))
    have h4 := exp_pos (-(e * a * x))
    rcases abs_cases x with ⟨h, _⟩ | ⟨h, _⟩ <;> rw [h] <;> linarith
  show ‖x * weight a k (k - 1) x‖
    ≤ 1 / (a * e) * (weight a k (k - 1 + -e) x + weight a k (k - 1 + e) x)
  rw [norm_mul, Real.norm_eq_abs, Real.norm_of_nonneg (weight_pos a k (k - 1) x).le,
    weight_shift, weight_shift]
  calc |x| * weight a k (k - 1) x
      ≤ (exp (-(-e * a * x)) + exp (-(e * a * x))) / (a * e) * weight a k (k - 1) x :=
        mul_le_mul_of_nonneg_right hx (weight_pos a k (k - 1) x).le
    _ = _ := by ring

/-- Zero-point motion lengthens a Morse bond: for `a > 0` and `k > 1` the mean displacement
from the potential minimum exceeds the positive length `ln(k/(k-1))/a`. -/
theorem bond_lengthening {a k : ℝ} (ha : 0 < a) (hk : 1 < k) :
    0 < log (k / (k - 1)) / a ∧ log (k / (k - 1)) / a < mean a k (fun x => x) := by
  have hk1 : 0 < k - 1 := by linarith
  have hk0 : 0 < k := by linarith
  have hL0 : 0 < log (k / (k - 1)) := log_pos (by rw [lt_div_iff₀ hk1]; linarith)
  have hL : exp (log (k / (k - 1))) = k / (k - 1) := exp_log (div_pos hk0 hk1)
  refine ⟨div_pos hL0 ha, ?_⟩
  generalize log (k / (k - 1)) = L at hL0 hL ⊢
  have A := (integrable_weight ha hk0 (by linarith : 0 < k - 1 + 1)).const_mul (exp L)
  have B := (integrable_weight ha hk0 hk1).const_mul (1 + L)
  have C := (integrable_displacement ha hk).const_mul a
  simp only [groundState_sq] at C
  have AB : Integrable (fun x => exp L * weight a k (k - 1 + 1) x
      - (1 + L) * weight a k (k - 1) x) := A.sub B
  -- the gap between the exponential and its tangent, weighted by the density
  have hG : ∀ x, exp L * weight a k (k - 1 + 1) x - (1 + L) * weight a k (k - 1) x
      + a * (x * weight a k (k - 1) x)
      = (exp (L + -(a * x)) - (L + -(a * x) + 1)) * weight a k (k - 1) x := fun x => by
    rw [weight_succ, exp_add]
    ring
  have hpos : 0 < ∫ x, (exp L * weight a k (k - 1 + 1) x - (1 + L) * weight a k (k - 1) x
      + a * (x * weight a k (k - 1) x)) := by
    refine integral_pos_of_integrable_nonneg_nonzero (x := 0) ?_ (AB.add C) (fun x => ?_) ?_
    · have c1 := continuous_weight a k (k - 1 + 1)
      have c0 := continuous_weight a k (k - 1)
      fun_prop
    · show 0 ≤ exp L * weight a k (k - 1 + 1) x - (1 + L) * weight a k (k - 1) x
        + a * (x * weight a k (k - 1) x)
      rw [hG]
      exact mul_nonneg (sub_nonneg.mpr (add_one_le_exp _)) (weight_pos a k (k - 1) x).le
    · rw [hG]
      refine (mul_pos (sub_pos.mpr (add_one_lt_exp ?_)) (weight_pos a k (k - 1) 0)).ne'
      rw [mul_zero, neg_zero, add_zero]
      exact hL0.ne'
  rw [integral_add AB C, integral_sub A B, integral_const_mul, integral_const_mul,
    integral_const_mul, hL] at hpos
  have hrec : k / (k - 1) * ∫ x, weight a k (k - 1 + 1) x = ∫ x, weight a k (k - 1) x := by
    rw [div_mul_eq_mul_div, integral_recurrence ha hk0 hk1, mul_div_cancel_left₀ _ hk1.ne']
  rw [hrec] at hpos
  unfold mean
  simp only [groundState_sq]
  rw [div_lt_div_iff₀ ha (norm_pos ha hk)]
  linarith

end

end MorseBondLengthening
```

```lean
#print axioms MorseBondLengthening.schrodinger
-- 'MorseBondLengthening.schrodinger' depends on axioms: [propext, Classical.choice, Quot.sound]
#print axioms MorseBondLengthening.mean_exp
-- 'MorseBondLengthening.mean_exp' depends on axioms: [propext, Classical.choice, Quot.sound]
#print axioms MorseBondLengthening.mean_force
-- 'MorseBondLengthening.mean_force' depends on axioms: [propext, Classical.choice, Quot.sound]
#print axioms MorseBondLengthening.bond_lengthening
-- 'MorseBondLengthening.bond_lengthening' depends on axioms: [propext, Classical.choice, Quot.sound]
```

## What the Lean statements say

The parameters and the displacement are real numbers. `morsePotential a k x` is $V(x)$, `groundState a k x` is the unnormalised $\psi(x)$, and `weight a k p x` is $w_p(x)$. The normalisation sits in `mean a k f`, which divides by $\int\psi^2$. The hypotheses `ha : 0 < a` and `hk : 1 < k` are the physical conditions above; `schrodinger` needs neither, since it is a pointwise identity.

`mean_exp` and `mean_force` are the two equalities, and `bond_lengthening` is the pair of strict inequalities. `integrable_displacement` belongs with the latter: it states that the integral behind `mean a k (fun x => x)` converges. This matters because Lean assigns the value zero to a divergent integral. For `mean_force`, whose value is zero, convergence follows from `integrable_weight`, since the force times the density is a constant multiple of $w_{k+1}-w_k$.

The model has one vibrational coordinate, no rotation and no thermal population of excited levels. The shielding itself does not appear in it.

The coordinate also runs over the whole line, although a bond length $r=r_e+x$, with $r_e$ the equilibrium length, must be positive. A different model would keep the same density but restrict it to $x>-r_e$. Integrating $w_{k-1}'$ then leaves a boundary term, and the exponential mean becomes

$$\frac{k-1}{k}-\frac{w_{k-1}(-r_e)}{ak\int_{-r_e}^\infty w_{k-1}\,dx},$$

slightly less than before when the density at $r=0$ is small. The restricted $\psi$ would not vanish at $r=0$, so it would not solve the problem with a hard wall there.

## From the derivation to the Lean proof

`groundState_sq`, `weight_shift` and `weight_succ` contain the algebra of exponents, and `hasDerivAt_weight` is the formula for $w_p'$. In `schrodinger`, $\psi$ is recognised as a member of the same family with $k/2$ in place of $k$ and index $(k-1)/2$. The derivative formula is therefore applied twice, and `ring` finishes the algebra.

`integrable_weight` splits the line at zero and compares $w_p$ with one exponential on each side through `Integrable.mono'`. Its local `L` is the $c$ of the derivation. `integral_recurrence` then uses a Mathlib theorem that the derivative of an integrable function has zero integral if that derivative is integrable too. `norm_pos` shows that the normalisation integral is positive, which allows `mean_exp` to clear denominators. `mean_force` rewrites the force times the density as a difference of two weights and applies the recurrence with index `k - 1 + 1`.

In `integrable_displacement`, the local `e` is $\varepsilon$, and `hx` is the bound on $|x|$ by two exponentials.

In `bond_lengthening`, `hG` writes the integrand as the gap between the exponential and its tangent, times the density. `hpos` shows that its integral is positive, from continuity, nonnegativity and a nonzero value at $x=0$. Splitting the integral and inserting the recurrence as `hrec` leaves $a\int x\,w_{k-1}-L\int w_{k-1}>0$. The step `div_lt_div_iff₀` puts the goal into this form, and `linarith` closes it.
